# A mixture-respecting probability on \(n\times n\) density matrices is \(\operatorname{Tr}(E\rho)\) for a unique effect \(E\)

A simulation of a noisy detector can store one matrix \(E_k\) for each outcome \(k\) and compute the outcome's probability as \(\operatorname{Tr}(E_k\rho)\). This step loses no generality for a finite-dimensional system whose outcome probabilities depend only on the density matrix \(\rho\) and respect mixtures.

Let \(f\) assign a number in \([0,1]\) to every density matrix, with
\[
f(p\rho+(1-p)\sigma)=p f(\rho)+(1-p)f(\sigma),\qquad 0\le p\le 1 .
\]
Then exactly one effect \(E\), meaning a matrix with \(E\ge0\) and \(1-E\ge0\), satisfies \(f(\rho)=\operatorname{Tr}(E\rho)\) for all \(\rho\).

The mixing condition stands for a coin toss: prepare \(\rho\) with probability \(p\) and \(\sigma\) otherwise, and the outcome frequency is the weighted mean. Without it the conclusion fails. For a qubit, the purity \(f(\rho)=\operatorname{Tr}\rho^2\) lies in \([0,1]\), but equals 1 on \(|0\rangle\langle0|\) and \(|1\rangle\langle1|\) and \(1/2\) on their equal mixture. No trace rule does that.

## From mixtures to a matrix

**Unnormalised states.** For \(A\ge0\), \(A\ne0\), set \(g(A)=\operatorname{Tr}A\; f(A/\operatorname{Tr}A)\), and set \(g(0)=0\). Then \(g(cA)=c\,g(A)\) for \(c\ge0\). For nonzero \(A,B\ge0\) with traces \(a,b\),
\[
\frac{A+B}{a+b}=\frac{a}{a+b}\frac Aa+\frac{b}{a+b}\frac Bb .
\]
Applying \(f\) and multiplying by \(a+b\) gives \(g(A+B)=g(A)+g(B)\), which is immediate if either matrix is zero.

**All matrices.** For any \(M\), let \(u(M)=(M+1)^\dagger(M+1)\) and \(d(M)=(M-1)^\dagger(M-1)\). Both are positive semidefinite, and \(u(M)-d(M)=2(M+M^\dagger)\). Define
\[
\varphi(M)=\tfrac14\,[g(u(M))-g(d(M))].
\]
If \(A,B\ge0\) also satisfy \(A-B=2(M+M^\dagger)\), then \(u(M)+B=d(M)+A\), so additivity gives \(\varphi(M)=\tfrac14[g(A)-g(B)]\). Suitable choices of \((A,B)\) now give:

- \((u(M)+u(N),\,d(M)+d(N))\): \(\varphi(M+N)=\varphi(M)+\varphi(N)\)
- \((d(M),u(M))\): \(\varphi(-M)=-\varphi(M)\)
- \((c\,u(M),c\,d(M))\), \(c\ge0\): \(\varphi(cM)=c\,\varphi(M)\)
- \((u(M),d(M))\), used for \(M^\dagger\): \(\varphi(M^\dagger)=\varphi(M)\)
- \((4A,0)\), used for \(A\ge0\): \(\varphi(A)=g(A)\)

So \(\varphi\) is real-linear and extends \(g\).

**Matrix elements.** Let \(e_{ij}\) have a single 1 at position \((i,j)\), let \(\mathrm i\) be the imaginary unit, and put
\[
E_{ji}=\varphi(e_{ij})-\mathrm i\,\varphi(\mathrm i e_{ij}).
\]
Expanding \(M\) in real and imaginary parts gives
\[
\operatorname{Re}\operatorname{Tr}(EM)=\sum_{ij}\left[\operatorname{Re}M_{ij}\,\varphi(e_{ij})+\operatorname{Im}M_{ij}\,\varphi(\mathrm i e_{ij})\right]=\varphi(M).
\]
Invariance under the adjoint gives \(\varphi(e_{ji})=\varphi(e_{ij})\) and \(\varphi(\mathrm i e_{ji})=-\varphi(\mathrm i e_{ij})\), so \(E\) is Hermitian. For \(A\ge0\), \(\operatorname{Tr}(EA)\) is therefore real and equals \(g(A)\); on states this is \(f\).

**Bounds.** Since \(0\le g(A)\le\operatorname{Tr}A\), taking \(A=xx^\dagger\) gives \(0\le x^\dagger Ex\le x^\dagger x\) for every vector \(x\).

**Uniqueness.** Suppose \(E\) and \(F\) agree on all states, and let \(D=E-F\). By scaling, \(\operatorname{Tr}(DA)=0\) for \(A\ge0\); by the splitting above, \(\operatorname{Tr}(D(M+M^\dagger))=0\) for every \(M\). The choices \(M=D^\dagger\) and \(M=\mathrm iD^\dagger\) give
\[
\operatorname{Tr}DD^\dagger+\operatorname{Tr}D^2=0,\qquad \operatorname{Tr}DD^\dagger-\operatorname{Tr}D^2=0 .
\]
Hence \(\operatorname{Tr}DD^\dagger=0\) and \(D=0\).

## The Lean file

```lean
import Mathlib

open Matrix
open scoped ComplexOrder

namespace AffineProbabilitiesAreEffects

noncomputable section

variable {n : Type*} [Fintype n]

/-- A density matrix: positive semidefinite with unit trace. -/
structure IsDensity (ρ : Matrix n n ℂ) : Prop where
  posSemidef : ρ.PosSemidef
  trace_one : ρ.trace = 1

/-- An effect: both `E` and `1 - E` are positive semidefinite. -/
structure IsEffect [DecidableEq n] (E : Matrix n n ℂ) : Prop where
  nonneg : E.PosSemidef
  le_one : (1 - E).PosSemidef

/-- A probability assigned to each density matrix that respects statistical mixtures. -/
structure IsAffineProbability (f : Matrix n n ℂ → ℝ) : Prop where
  mem : ∀ ρ, IsDensity ρ → f ρ ∈ Set.Icc (0 : ℝ) 1
  mix : ∀ ρ σ, IsDensity ρ → IsDensity σ → ∀ p ∈ Set.Icc (0 : ℝ) 1,
    f (p • ρ + (1 - p) • σ) = p * f ρ + (1 - p) * f σ

/-- The extension of `f` to unnormalised states: the trace times the value of `f` on the
normalised state. -/
def coneExt (f : Matrix n n ℂ → ℝ) (A : Matrix n n ℂ) : ℝ :=
  A.trace.re * f (A.trace.re⁻¹ • A)

omit [Fintype n] in
/-- A nonnegative real multiple of a positive semidefinite matrix is positive semidefinite. -/
theorem psd_smul {A : Matrix n n ℂ} (hA : A.PosSemidef) {c : ℝ} (hc : 0 ≤ c) :
    (c • A).PosSemidef := by
  have h : c • A = (c : ℂ) • A := by ext i j; simp
  rw [h]
  exact hA.smul (Complex.zero_le_real.mpr hc)

/-- A nonzero positive semidefinite matrix has positive trace, and dividing by the trace gives
a density matrix. -/
theorem normalize {A : Matrix n n ℂ} (hA : A.PosSemidef) (h0 : A ≠ 0) :
    0 < A.trace.re ∧ IsDensity (A.trace.re⁻¹ • A) := by
  classical
  obtain ⟨hre, him⟩ := Complex.nonneg_iff.mp hA.trace_nonneg
  have hne : A.trace.re ≠ 0 := fun h =>
    h0 (hA.trace_eq_zero_iff.mp (Complex.ext h him.symm))
  refine ⟨lt_of_le_of_ne hre hne.symm, psd_smul hA (inv_nonneg.mpr hre), ?_⟩
  rw [Matrix.trace_smul]
  apply Complex.ext
  · rw [Complex.smul_re, smul_eq_mul, inv_mul_cancel₀ hne, Complex.one_re]
  · rw [Complex.smul_im, ← him, smul_zero, Complex.one_im]

/-- Multiplying a matrix by a real number `c ≥ 0` multiplies the value of `coneExt f` by `c`. -/
theorem coneExt_smul (f : Matrix n n ℂ → ℝ) {c : ℝ} (hc : 0 ≤ c) (A : Matrix n n ℂ) :
    coneExt f (c • A) = c * coneExt f A := by
  rcases hc.eq_or_lt with rfl | hc
  · simp [coneExt]
  have ht : (c • A).trace.re = c * A.trace.re := by
    rw [Matrix.trace_smul, Complex.smul_re, smul_eq_mul]
  have hs : (c * A.trace.re)⁻¹ • (c • A) = A.trace.re⁻¹ • A := by
    rw [smul_smul, mul_inv, mul_right_comm, inv_mul_cancel₀ hc.ne', one_mul]
  unfold coneExt
  rw [ht, hs, mul_assoc]

/-- For an affine probability, the extension is additive on unnormalised states. -/
theorem coneExt_add {f : Matrix n n ℂ → ℝ} (hf : IsAffineProbability f)
    {A B : Matrix n n ℂ} (hA : A.PosSemidef) (hB : B.PosSemidef) :
    coneExt f (A + B) = coneExt f A + coneExt f B := by
  by_cases hA0 : A = 0
  · simp [hA0, coneExt]
  by_cases hB0 : B = 0
  · simp [hB0, coneExt]
  obtain ⟨ha, dA⟩ := normalize hA hA0
  obtain ⟨hb, dB⟩ := normalize hB hB0
  have ht : (A + B).trace.re = A.trace.re + B.trace.re := by
    rw [Matrix.trace_add, Complex.add_re]
  unfold coneExt
  rw [ht]
  generalize A.trace.re = a at *
  generalize B.trace.re = b at *
  have hab : 0 < a + b := add_pos ha hb
  have hi : (a + b) * (a + b)⁻¹ = 1 := mul_inv_cancel₀ hab.ne'
  -- the normalised sum is a mixture with weights a/(a+b) and b/(a+b)
  have hm := hf.mix _ _ dA dB (a / (a + b))
    ⟨by positivity, by rw [div_le_one hab]; linarith⟩
  have h1 : a / (a + b) * a⁻¹ = (a + b)⁻¹ := by field_simp
  have h2 : (1 - a / (a + b)) * b⁻¹ = (a + b)⁻¹ := by
    rw [show 1 - a / (a + b) = b / (a + b) by linear_combination -hi]
    field_simp
  rw [smul_smul, smul_smul, h1, h2, ← smul_add] at hm
  rw [hm]
  linear_combination a * (f (a⁻¹ • A) - f (b⁻¹ • B)) * hi

variable [DecidableEq n]

/-- An affine probability extends to a real-linear functional on all matrices that does not
distinguish a matrix from its adjoint. -/
theorem exists_linear_extension {f : Matrix n n ℂ → ℝ} (hf : IsAffineProbability f) :
    ∃ L : Matrix n n ℂ →ₗ[ℝ] ℝ, (∀ M, L Mᴴ = L M) ∧
      ∀ A, A.PosSemidef → L A = coneExt f A := by
  let u : Matrix n n ℂ → Matrix n n ℂ := fun M => (M + 1)ᴴ * (M + 1)
  let d : Matrix n n ℂ → Matrix n n ℂ := fun M => (M - 1)ᴴ * (M - 1)
  have hu : ∀ M, (u M).PosSemidef := fun M => posSemidef_conjTranspose_mul_self _
  have hd : ∀ M, (d M).PosSemidef := fun M => posSemidef_conjTranspose_mul_self _
  have hud : ∀ M, u M = d M + (M + M + Mᴴ + Mᴴ) := by
    intro M
    simp only [u, d, conjTranspose_add, conjTranspose_sub, conjTranspose_one]
    noncomm_ring
  let φ : Matrix n n ℂ → ℝ := fun M => (coneExt f (u M) - coneExt f (d M)) / 4
  -- any other splitting into positive parts gives the same value
  have key : ∀ M A B : Matrix n n ℂ, A.PosSemidef → B.PosSemidef →
      A = B + (M + M + Mᴴ + Mᴴ) → φ M = (coneExt f A - coneExt f B) / 4 := by
    intro M A B hA hB h
    have e : u M + B = d M + A := by rw [hud M, h]; abel
    have e' := congrArg (coneExt f) e
    rw [coneExt_add hf (hu M) hB, coneExt_add hf (hd M) hA] at e'
    simp only [φ]
    linarith
  have hadd : ∀ M N, φ (M + N) = φ M + φ N := by
    intro M N
    rw [key (M + N) (u M + u N) (d M + d N) ((hu M).add (hu N)) ((hd M).add (hd N))
      (by rw [hud M, hud N, conjTranspose_add]; abel),
      coneExt_add hf (hu M) (hu N), coneExt_add hf (hd M) (hd N)]
    simp only [φ]
    ring
  have hneg : ∀ M, φ (-M) = -φ M := by
    intro M
    rw [key (-M) (d M) (u M) (hd M) (hu M) (by rw [hud M, conjTranspose_neg]; abel)]
    simp only [φ]
    ring
  have hpos : ∀ c : ℝ, 0 ≤ c → ∀ M, φ (c • M) = c * φ M := by
    intro c hc M
    rw [key (c • M) (c • u M) (c • d M) (psd_smul (hu M) hc) (psd_smul (hd M) hc)
      (by rw [hud M, conjTranspose_smul, star_trivial]; module),
      coneExt_smul f hc, coneExt_smul f hc]
    simp only [φ]
    ring
  have hsmul : ∀ (c : ℝ) M, φ (c • M) = c * φ M := by
    intro c M
    rcases le_total 0 c with hc | hc
    · exact hpos c hc M
    · rw [show c • M = -((-c) • M) by module, hneg, hpos (-c) (by linarith)]
      ring
  refine ⟨{ toFun := φ, map_add' := hadd, map_smul' := hsmul }, fun M => ?_, fun A hA => ?_⟩
  · exact key Mᴴ (u M) (d M) (hu M) (hd M)
      (by rw [hud M, conjTranspose_conjTranspose]; abel)
  · change φ A = coneExt f A
    rw [key A ((4 : ℝ) • A) 0 (psd_smul hA (by norm_num)) PosSemidef.zero
      (by rw [hA.isHermitian.eq]; module), coneExt_smul f (by norm_num)]
    simp [coneExt]

/-- A real-linear functional that does not distinguish a matrix from its adjoint is the real
part of the trace against a Hermitian matrix. -/
theorem exists_trace_representation (L : Matrix n n ℂ →ₗ[ℝ] ℝ) (hL : ∀ M, L Mᴴ = L M) :
    ∃ E : Matrix n n ℂ, E.IsHermitian ∧ ∀ M, L M = (E * M).trace.re := by
  have hz : ∀ (i j : n) (z : ℂ), L (Matrix.single i j z) =
      z.re * L (Matrix.single i j 1) + z.im * L (Matrix.single i j Complex.I) := by
    intro i j z
    have h : Matrix.single i j z =
        z.re • Matrix.single i j (1 : ℂ) + z.im • Matrix.single i j Complex.I := by
      ext a b
      by_cases h1 : i = a <;> by_cases h2 : j = b <;> simp [h1, h2]
    rw [h, map_add, map_smul, map_smul, smul_eq_mul, smul_eq_mul]
  have hs : ∀ (i j : n) (z : ℂ), (Matrix.single i j z)ᴴ = Matrix.single j i (star z) := by
    intro i j z
    ext a b
    by_cases h1 : i = b <;> by_cases h2 : j = a <;> simp [h1, h2]
  -- the entries of E are read off from the matrix units
  refine ⟨Matrix.of fun j i =>
    (⟨L (Matrix.single i j 1), -L (Matrix.single i j Complex.I)⟩ : ℂ), ?_, fun M => ?_⟩
  · ext j i
    have h1 : L (Matrix.single j i 1) = L (Matrix.single i j 1) := by
      have h := hL (Matrix.single i j 1)
      rwa [hs, star_one] at h
    have h2 : -L (Matrix.single j i Complex.I) = L (Matrix.single i j Complex.I) := by
      have h := hL (Matrix.single i j Complex.I)
      rw [hs, hz] at h
      simpa using h
    apply Complex.ext
    · simp [conjTranspose_apply, h1]
    · simp [conjTranspose_apply, ← h2]
  · conv_lhs => rw [Matrix.matrix_eq_sum_single M]
    simp only [map_sum]
    rw [Finset.sum_comm]
    simp only [Matrix.trace, Matrix.diag_apply, Matrix.mul_apply, Matrix.of_apply,
      Complex.re_sum, Complex.mul_re]
    refine Finset.sum_congr rfl fun j _ => Finset.sum_congr rfl fun i _ => ?_
    rw [hz]
    ring

/-- Two matrices with the same trace against every density matrix are equal. -/
theorem eq_of_trace_eq {E F : Matrix n n ℂ}
    (h : ∀ ρ, IsDensity ρ → (E * ρ).trace = (F * ρ).trace) : E = F := by
  obtain ⟨D, hD⟩ : ∃ D, D = E - F := ⟨_, rfl⟩
  have hc : ∀ A : Matrix n n ℂ, A.PosSemidef → (D * A).trace = 0 := by
    intro A hA
    by_cases h0 : A = 0
    · simp [h0]
    obtain ⟨ha, hd⟩ := normalize hA h0
    have h1 := h _ hd
    rw [Matrix.mul_smul, Matrix.mul_smul, Matrix.trace_smul, Matrix.trace_smul] at h1
    have h2 := smul_right_injective ℂ (inv_ne_zero ha.ne') h1
    rw [hD, Matrix.sub_mul, Matrix.trace_sub]
    exact sub_eq_zero.mpr h2
  have hs : ∀ M : Matrix n n ℂ, (D * (M + Mᴴ)).trace = 0 := by
    intro M
    have h1 := hc _ (posSemidef_conjTranspose_mul_self (M + 1))
    have h2 := hc _ (posSemidef_conjTranspose_mul_self (M - 1))
    have e : (M + 1)ᴴ * (M + 1) = (M - 1)ᴴ * (M - 1) + ((M + Mᴴ) + (M + Mᴴ)) := by
      simp only [conjTranspose_add, conjTranspose_sub, conjTranspose_one]
      noncomm_ring
    rw [e, Matrix.mul_add, Matrix.trace_add, h2, zero_add, Matrix.mul_add D (M + Mᴴ),
      Matrix.trace_add] at h1
    linear_combination h1 / 2
  -- test with the adjoint of D and with i times it
  have h1 := hs Dᴴ
  have h2 := hs (Complex.I • Dᴴ)
  rw [conjTranspose_conjTranspose, Matrix.mul_add, Matrix.trace_add] at h1
  rw [conjTranspose_smul, conjTranspose_conjTranspose, Matrix.mul_add, Matrix.trace_add,
    Matrix.mul_smul, Matrix.mul_smul, Matrix.trace_smul, Matrix.trace_smul] at h2
  simp only [smul_eq_mul, Complex.star_def, Complex.conj_I] at h2
  have h3 : (D * Dᴴ).trace = 0 := by
    linear_combination h1 / 2 - Complex.I / 2 * h2 +
      ((D * Dᴴ).trace - (D * D).trace) / 2 * Complex.I_sq
  have h4 : D = 0 := Matrix.trace_mul_conjTranspose_self_eq_zero_iff.mp h3
  exact sub_eq_zero.mp (hD.symm.trans h4)

/-- Every affine probability on density matrices is given by the trace rule with a unique
effect. -/
theorem affine_probability_is_effect {f : Matrix n n ℂ → ℝ} (hf : IsAffineProbability f) :
    ∃! E : Matrix n n ℂ, IsEffect E ∧ ∀ ρ, IsDensity ρ → (f ρ : ℂ) = (E * ρ).trace := by
  obtain ⟨L, hLs, hLc⟩ := exists_linear_extension hf
  obtain ⟨E, hE, hLE⟩ := exists_trace_representation L hLs
  have hreal : ∀ A : Matrix n n ℂ, A.PosSemidef → (E * A).trace = (coneExt f A : ℂ) := by
    intro A hA
    have hst : star (E * A).trace = (E * A).trace := by
      rw [← Matrix.trace_conjTranspose, conjTranspose_mul, hE.eq, hA.isHermitian.eq,
        Matrix.trace_mul_comm]
    rw [← hLc A hA, hLE A]
    exact (Complex.conj_eq_iff_re.mp hst).symm
  have hb : ∀ A : Matrix n n ℂ, A.PosSemidef →
      0 ≤ coneExt f A ∧ coneExt f A ≤ A.trace.re := by
    intro A hA
    by_cases h0 : A = 0
    · simp [h0, coneExt]
    obtain ⟨ha, hd⟩ := normalize hA h0
    exact ⟨mul_nonneg ha.le (hf.mem _ hd).1, mul_le_of_le_one_right ha.le (hf.mem _ hd).2⟩
  -- expectation values are traces against the projector-like matrix x xᴴ
  have hq : ∀ (F : Matrix n n ℂ) (x : n → ℂ),
      star x ⬝ᵥ (F *ᵥ x) = (F * vecMulVec x (star x)).trace := by
    intro F x
    rw [Matrix.mul_vecMulVec, Matrix.trace_vecMulVec, dotProduct_comm]
  have hP : ∀ x : n → ℂ, (vecMulVec x (star x)).PosSemidef := fun x =>
    posSemidef_vecMulVec_self_star x
  refine ⟨E, ⟨⟨?_, ?_⟩, fun ρ hρ => ?_⟩, fun F hF => eq_of_trace_eq fun ρ hρ => ?_⟩
  · refine PosSemidef.of_dotProduct_mulVec_nonneg hE fun x => ?_
    rw [hq, hreal _ (hP x)]
    exact Complex.zero_le_real.mpr (hb _ (hP x)).1
  · refine PosSemidef.of_dotProduct_mulVec_nonneg (isHermitian_one.sub hE) fun x => ?_
    rw [hq, Matrix.sub_mul, Matrix.one_mul, Matrix.trace_sub, hreal _ (hP x)]
    refine Complex.nonneg_iff.mpr ⟨?_, ?_⟩
    · rw [Complex.sub_re, Complex.ofReal_re]
      linarith [(hb _ (hP x)).2]
    · rw [Complex.sub_im, Complex.ofReal_im, sub_zero]
      exact (Complex.nonneg_iff.mp (hP x).trace_nonneg).2
  · rw [hreal ρ hρ.posSemidef]
    simp [coneExt, hρ.trace_one]
  · rw [← hF.2 ρ hρ, hreal ρ hρ.posSemidef]
    simp [coneExt, hρ.trace_one]

/-- Conversely, the trace rule with any effect defines an affine probability. -/
theorem effect_is_affine_probability {E : Matrix n n ℂ} (hE : IsEffect E) :
    IsAffineProbability fun ρ => (E * ρ).trace.re := by
  have pos : ∀ F ρ : Matrix n n ℂ, F.PosSemidef → ρ.PosSemidef → 0 ≤ (F * ρ).trace.re := by
    intro F ρ hF hρ
    have fac : ∀ B : Matrix n n ℂ, 0 ≤ (F * (star B * B)).trace.re := by
      intro B
      rw [Matrix.star_eq_conjTranspose, ← Matrix.mul_assoc, Matrix.trace_mul_comm,
        ← Matrix.mul_assoc]
      exact (Complex.nonneg_iff.mp (hF.mul_mul_conjTranspose_same B).trace_nonneg).1
    -- a positive matrix has the form Bᴴ B
    open scoped MatrixOrder in
    exact (CStarAlgebra.nonneg_iff_eq_star_mul_self.mp
      (Matrix.nonneg_iff_posSemidef.mpr hρ)).elim fun B hB => hB ▸ fac B
  refine ⟨fun ρ hρ => ⟨pos E ρ hE.nonneg hρ.posSemidef, ?_⟩, fun ρ σ _ _ p _ => ?_⟩
  · have h := pos (1 - E) ρ hE.le_one hρ.posSemidef
    rw [Matrix.sub_mul, Matrix.one_mul, Matrix.trace_sub, hρ.trace_one, Complex.sub_re,
      Complex.one_re] at h
    linarith
  · simp only [Matrix.mul_add, Matrix.mul_smul, Matrix.trace_add, Matrix.trace_smul,
      Complex.add_re, Complex.smul_re, smul_eq_mul]

/-- Affine outcome probabilities that sum to one on every state come from a unique family of
positive semidefinite matrices summing to the identity (a POVM). -/
theorem affine_statistics_are_povm {ι : Type*} [Fintype ι] {f : ι → Matrix n n ℂ → ℝ}
    (hf : ∀ k, IsAffineProbability (f k)) (hsum : ∀ ρ, IsDensity ρ → ∑ k, f k ρ = 1) :
    ∃! E : ι → Matrix n n ℂ, (∀ k, (E k).PosSemidef) ∧ ∑ k, E k = 1 ∧
      ∀ k ρ, IsDensity ρ → (f k ρ : ℂ) = (E k * ρ).trace := by
  choose E hE using fun k => (affine_probability_is_effect (hf k)).exists
  refine ⟨E, ⟨fun k => (hE k).1.nonneg, eq_of_trace_eq fun ρ hρ => ?_, fun k => (hE k).2⟩,
    fun F hF => funext fun k => eq_of_trace_eq fun ρ hρ => ?_⟩
  · rw [Finset.sum_mul, Matrix.trace_sum, Matrix.one_mul, hρ.trace_one,
      Finset.sum_congr rfl (fun k _ => ((hE k).2 ρ hρ).symm)]
    exact_mod_cast hsum ρ hρ
  · rw [← hF.2.2 k ρ hρ, ← (hE k).2 ρ hρ]

end

end AffineProbabilitiesAreEffects
```

```lean
#print axioms AffineProbabilitiesAreEffects.affine_probability_is_effect
-- 'AffineProbabilitiesAreEffects.affine_probability_is_effect' depends on axioms: [propext, Classical.choice, Quot.sound]
#print axioms AffineProbabilitiesAreEffects.effect_is_affine_probability
-- 'AffineProbabilitiesAreEffects.effect_is_affine_probability' depends on axioms: [propext, Classical.choice, Quot.sound]
#print axioms AffineProbabilitiesAreEffects.affine_statistics_are_povm
-- 'AffineProbabilitiesAreEffects.affine_statistics_are_povm' depends on axioms: [propext, Classical.choice, Quot.sound]
```

## What the theorems cover, and how they are proved

The finite type `n` labels the basis. `IsDensity` and `IsEffect` are the usual conditions on states and effects. The function `f` takes every matrix as input, but `IsAffineProbability` constrains it only on density matrices. In `affine_probability_is_effect`, `∃!` states existence and uniqueness, and `(f ρ : ℂ) = (E * ρ).trace` is an equality of complex numbers, so the trace has no imaginary part.

`coneExt` is \(g\), with `coneExt_smul` and `coneExt_add` for its two properties. In `exists_linear_extension`, `key` is the independence of the splitting, and each choice of \((A,B)\) above is one call to it. `exists_trace_representation` builds \(E\), and `eq_of_trace_eq` gives uniqueness. The main theorem combines them, using `hb` for the bounds on \(g\) and `hq` to turn \(x^\dagger Ex\) into a trace.

Two further theorems serve detector models. `effect_is_affine_probability` is the converse: writing \(\rho=B^\dagger B\) gives \(\operatorname{Tr}(E\rho)=\operatorname{Tr}(BEB^\dagger)\ge0\), and the same argument for \(1-E\) gives the upper bound. `affine_statistics_are_povm` treats finitely many outcomes whose probabilities sum to one on every state: their matrices are unique and sum to the identity, because \(\sum_kE_k\) and \(1\) have the same trace against every state.

The mixing rule is assumed, not derived from dynamics. Infinite-dimensional systems, post-measurement states and matrices fitted to noisy data are not covered; a fit that does not impose positivity and \(\sum_kE_k=1\) can return matrices that violate them.
